# Energy error of an approximate surface charge: bounds quadratic in the residual, and a linear error for half the interaction energy

An iterative solver for a conductor-like solvation model stops at a surface charge $q$ that only nearly satisfies $Sq+v=0$, and the question is how wrong the energy then is. The formal statement takes $q$ and the solute potential $v$ as vectors in one finite-dimensional real inner product space $E$, and the Coulomb interaction $S$ between surface elements as a linear map on $E$. The error bounds assume that $S$ is symmetric and that all its eigenvalues are positive; not every discretisation of the surface has both properties. The exact charge $q_0=-S^{-1}v$ enters through its equation, $Sq_0+v=0$, so no inverse is needed.

```lean
import Mathlib

open Module

namespace SurfaceChargeEnergyError

noncomputable section

variable {E : Type*} [NormedAddCommGroup E] [InnerProductSpace ℝ E]
```

The `variable` line introduces $E$; theorems that assume finite dimension add `[FiniteDimensional ℝ E]`. In Lean, `inner ℝ x y` is $\langle x,y\rangle$.

## Two energies and a residual

```lean
/-- The energy functional `F(q) = <q, S q>/2 + <v, q>` of a surface charge `q` in the
potential `v`. -/
def energy (S : E →ₗ[ℝ] E) (v q : E) : ℝ := inner ℝ q (S q) / 2 + inner ℝ v q
```

This is $F(q)=\tfrac12\langle q,Sq\rangle+\langle v,q\rangle$: the self-energy of the charge plus its interaction with the solute.

```lean
/-- The residual `r = S q + v` of the surface charge equation. -/
def residual (S : E →ₗ[ℝ] E) (v q : E) : E := S q + v
```

The residual is $r=Sq+v$. Some solvers use the opposite sign.

```lean
/-- The half-interaction estimate `<v, q>/2` of the energy. -/
def halfInteraction (v q : E) : ℝ := inner ℝ v q / 2
```

Half the interaction energy, $\tfrac12\langle v,q\rangle$, equals $F(q)$ at $q=q_0$, but in general not elsewhere.

## Bounds from the charge modes

```lean
/-- On a finite-dimensional space, a symmetric `S` with spectrum in `[m, M]` has an orthonormal
basis of charge modes, on each of which it acts as multiplication by a number in `[m, M]`. -/
theorem exists_modes [FiniteDimensional ℝ E] {S : E →ₗ[ℝ] E} {m M : ℝ}
    (hS : S.IsSymmetric) (hspec : spectrum ℝ S ⊆ Set.Icc m M) :
    ∃ (b : OrthonormalBasis (Fin (finrank ℝ E)) ℝ E) (l : Fin (finrank ℝ E) → ℝ),
      (∀ i, l i ∈ Set.Icc m M) ∧ ∀ i x, inner ℝ (b i) (S x) = l i * inner ℝ (b i) x := by
  refine ⟨hS.eigenvectorBasis rfl, hS.eigenvalues rfl,
    fun i => hspec (hS.hasEigenvalue_eigenvalues rfl i).mem_spectrum, fun i x => ?_⟩
  rw [← hS (hS.eigenvectorBasis rfl i) x, hS.apply_eigenvectorBasis rfl i, inner_smul_left]
  simp
```

`S.IsSymmetric` means $\langle Sx,y\rangle=\langle x,Sy\rangle$, and `spectrum ℝ S ⊆ Set.Icc m M` puts every eigenvalue in $[m,M]$. The spectral theorem supplies orthonormal modes $b_i$ with eigenvalues $l_i$, and symmetry gives $\langle b_i,Sx\rangle=\langle Sb_i,x\rangle=l_i\langle b_i,x\rangle$.

```lean
/-- For symmetric `S` on a finite-dimensional space, with spectrum in `[m, M]`, the quadratic form
`<x, S x>` is at least `m` times the squared norm of `x`. -/
theorem coercive [FiniteDimensional ℝ E] {S : E →ₗ[ℝ] E} {m M : ℝ}
    (hS : S.IsSymmetric) (hspec : spectrum ℝ S ⊆ Set.Icc m M) (x : E) :
    m * ‖x‖ ^ 2 ≤ inner ℝ x (S x) := by
  obtain ⟨b, l, hl, hb⟩ := exists_modes hS hspec
  rw [← real_inner_self_eq_norm_sq, ← b.sum_inner_mul_inner x x,
    ← b.sum_inner_mul_inner x (S x), Finset.mul_sum]
  refine Finset.sum_le_sum fun i _ => ?_
  rw [hb, real_inner_comm (b i) x]
  nlinarith [mul_nonneg (sub_nonneg.2 (hl i).1) (sq_nonneg (inner ℝ (b i) x))]
```

With $c_i=\langle b_i,x\rangle$,
$$\langle x,Sx\rangle=\sum_i l_ic_i^2\ \ge\ m\sum_i c_i^2=m\|x\|^2 .$$
`Finset.sum_le_sum` compares the sums mode by mode. When $m>0$, every nonzero surface charge has positive self-energy.

```lean
/-- For symmetric `S` on a finite-dimensional space, with spectrum in `[m, M]`, `m > 0`, the squared
norm of `S x` lies between `m <x, S x>` and `M <x, S x>`. -/
theorem norm_sq_bounds [FiniteDimensional ℝ E] {S : E →ₗ[ℝ] E} {m M : ℝ} (hm : 0 < m)
    (hS : S.IsSymmetric) (hspec : spectrum ℝ S ⊆ Set.Icc m M) (x : E) :
    m * inner ℝ x (S x) ≤ ‖S x‖ ^ 2 ∧ ‖S x‖ ^ 2 ≤ M * inner ℝ x (S x) := by
  obtain ⟨b, l, hl, hb⟩ := exists_modes hS hspec
  -- both quantities as sums over modes
  have hA : ‖S x‖ ^ 2 = ∑ i, l i ^ 2 * (inner ℝ (b i) x) ^ 2 := by
    rw [← real_inner_self_eq_norm_sq, ← b.sum_inner_mul_inner (S x) (S x)]
    refine Finset.sum_congr rfl fun i _ => ?_
    rw [real_inner_comm (b i) (S x), hb]
    ring
  have hB : inner ℝ x (S x) = ∑ i, l i * (inner ℝ (b i) x) ^ 2 := by
    rw [← b.sum_inner_mul_inner x (S x)]
    refine Finset.sum_congr rfl fun i _ => ?_
    rw [real_inner_comm (b i) x, hb]
    ring
  have hpos : ∀ i, 0 ≤ l i := fun i => hm.le.trans (hl i).1
  rw [hA, hB, Finset.mul_sum, Finset.mul_sum]
  constructor
  · refine Finset.sum_le_sum fun i _ => ?_
    nlinarith [mul_nonneg (mul_nonneg (hpos i) (sub_nonneg.2 (hl i).1))
      (sq_nonneg (inner ℝ (b i) x))]
  · refine Finset.sum_le_sum fun i _ => ?_
    nlinarith [mul_nonneg (mul_nonneg (hpos i) (sub_nonneg.2 (hl i).2))
      (sq_nonneg (inner ℝ (b i) x))]
```

Here $\|Sx\|^2=\sum_i l_i^2c_i^2$. Since $0<m\le l_i\le M$, we have $m\,l_i\le l_i^2\le M\,l_i$, and summing gives
$$m\langle x,Sx\rangle\le\|Sx\|^2\le M\langle x,Sx\rangle .$$
The steps `hA` and `hB` are the two mode sums; `nlinarith` does the comparison for each mode.

```lean
/-- For symmetric `S` on a finite-dimensional space, with spectrum in `[m, M]`, `m > 0`, exactly one
surface charge has zero residual. -/
theorem existsUnique_charge [FiniteDimensional ℝ E] {S : E →ₗ[ℝ] E} {m M : ℝ} (hm : 0 < m)
    (hS : S.IsSymmetric) (hspec : spectrum ℝ S ⊆ Set.Icc m M) (v : E) :
    ∃! q₀, residual S v q₀ = 0 := by
  have inj : Function.Injective S := by
    refine (injective_iff_map_eq_zero S).2 fun x hx => ?_
    by_contra hne
    have h1 := coercive hS hspec x
    rw [hx, inner_zero_right] at h1
    have h2 := mul_pos hm (pow_pos (norm_pos_iff.2 hne) 2)
    linarith
  obtain ⟨q₀, h⟩ := LinearMap.injective_iff_surjective.1 inj (-v)
  refine ⟨q₀, by simp [residual, h], fun y hy => inj ?_⟩
  have hy' : S y + v = 0 := hy
  rw [h]
  exact eq_neg_of_add_eq_zero_left hy'
```

`∃!` reads "there is exactly one". If $Sx=0$, the bound $m\|x\|^2\le\langle x,Sx\rangle=0$ forces $x=0$, so $S$ is injective. In finite dimension it is then also surjective, and $Sq_0=-v$ has exactly one solution.

## The error in the energy

```lean
/-- If `q₀` has zero residual, the residual of `q` is `S` applied to the charge error `q - q₀`. -/
theorem residual_eq {S : E →ₗ[ℝ] E} {v q₀ : E} (h0 : residual S v q₀ = 0) (q : E) :
    residual S v q = S (q - q₀) := by
  have hv : v = -S q₀ := eq_neg_of_add_eq_zero_right h0
  rw [residual, hv, map_sub, sub_eq_add_neg]
```

Substituting $v=-Sq_0$ gives $r=Sq-Sq_0=S(q-q_0)$.

```lean
/-- For symmetric `S` and `q₀` of zero residual, the energy error of `q` is half the quadratic
form of `S` at the charge error `q - q₀`. -/
theorem energy_error {S : E →ₗ[ℝ] E} (hS : S.IsSymmetric) {v q₀ : E}
    (h0 : residual S v q₀ = 0) (q : E) :
    energy S v q - energy S v q₀ = inner ℝ (q - q₀) (S (q - q₀)) / 2 := by
  have hv : v = -S q₀ := eq_neg_of_add_eq_zero_right h0
  have h1 : inner ℝ (S q₀) q = inner ℝ q₀ (S q) := hS q₀ q
  have h2 := real_inner_comm (S q₀) q
  have h3 := real_inner_comm (S q₀) q₀
  simp only [energy, hv, map_sub, inner_sub_left, inner_sub_right, inner_neg_left]
  linarith
```

Write $e=q-q_0$. With $v=-Sq_0$, $F(q)=\tfrac12\langle q,Sq\rangle-\langle Sq_0,q\rangle$ and $F(q_0)=-\tfrac12\langle q_0,Sq_0\rangle$. Symmetry lets us complete the square:
$$F(q)-F(q_0)=\tfrac12\big(\langle q,Sq\rangle-2\langle q_0,Sq\rangle+\langle q_0,Sq_0\rangle\big)=\tfrac12\langle e,Se\rangle .$$
The proof expands the inner products with `simp only` and collects terms with `linarith`.

```lean
/-- On a finite-dimensional space, let `S` be symmetric with spectrum in `[m, M]`, `m > 0`, and let
`q₀` have zero residual. The energy error of any charge `q` with residual `r` lies between
`‖r‖²/(2M)` and `‖r‖²/(2m)`, whereas the half-interaction estimate has the error `-<q₀, r>/2`,
linear in `r`. -/
theorem energy_error_bounds [FiniteDimensional ℝ E] {S : E →ₗ[ℝ] E} {m M : ℝ} (hm : 0 < m)
    (hS : S.IsSymmetric) (hspec : spectrum ℝ S ⊆ Set.Icc m M) {v q₀ : E}
    (h0 : residual S v q₀ = 0) (q : E) :
    ‖residual S v q‖ ^ 2 / (2 * M) ≤ energy S v q - energy S v q₀ ∧
    energy S v q - energy S v q₀ ≤ ‖residual S v q‖ ^ 2 / (2 * m) ∧
    halfInteraction v q - energy S v q₀ = -inner ℝ q₀ (residual S v q) / 2 := by
  obtain ⟨hlo, hhi⟩ := norm_sq_bounds hm hS hspec (q - q₀)
  have hX : 0 ≤ inner ℝ (q - q₀) (S (q - q₀)) :=
    (mul_nonneg hm.le (sq_nonneg _)).trans (coercive hS hspec (q - q₀))
  refine ⟨?_, ?_, ?_⟩
  · rw [energy_error hS h0, residual_eq h0]
    rcases lt_or_ge 0 M with hM | hM
    · rw [div_le_iff₀ (by positivity)]
      nlinarith
    · -- only the zero-dimensional space allows this case, and there the residual vanishes
      have hR : ‖S (q - q₀)‖ ^ 2 = 0 :=
        le_antisymm (by nlinarith [mul_nonneg (neg_nonneg.2 hM) hX]) (sq_nonneg _)
      rw [hR, zero_div]
      linarith
  · rw [energy_error hS h0, residual_eq h0, le_div_iff₀ (by positivity)]
    nlinarith
  · -- symmetry moves `S` from the exact charge to the trial charge
    have hv : v = -S q₀ := eq_neg_of_add_eq_zero_right h0
    have h1 : inner ℝ (S q₀) q = inner ℝ q₀ (S q) := hS q₀ q
    have h3 := real_inner_comm (S q₀) q₀
    simp only [halfInteraction, energy, residual, hv, inner_neg_left, inner_add_right,
      inner_neg_right]
    linarith
```

Putting $x=e$ and $Se=r$ in the mode bounds and dividing by $2m$ and $2M$ gives
$$\frac{\|r\|^2}{2M}\le F(q)-F(q_0)\le\frac{\|r\|^2}{2m}.$$
The case $M\le0$ can arise only in the zero-dimensional space, where the spectrum is empty and both the residual and the energy error vanish. For the other estimate,
$$\tfrac12\langle v,q\rangle-F(q_0)=-\tfrac12\langle q_0,Sq\rangle+\tfrac12\langle q_0,Sq_0\rangle=-\tfrac12\langle q_0,r\rangle .$$

```lean
/-- For symmetric `S` and `q₀` of zero residual, a charge error `d` with `S d = μ d` gives an
energy error which, multiplied by `μ`, equals half the squared norm of the residual. -/
theorem energy_error_eigenmode {S : E →ₗ[ℝ] E} (hS : S.IsSymmetric) {v q₀ d : E} {μ : ℝ}
    (h0 : residual S v q₀ = 0) (hd : S d = μ • d) :
    μ * (energy S v (q₀ + d) - energy S v q₀) = ‖residual S v (q₀ + d)‖ ^ 2 / 2 := by
  rw [energy_error hS h0, residual_eq h0, add_sub_cancel_left, hd, norm_smul,
    real_inner_smul_right, real_inner_self_eq_norm_sq, mul_pow, Real.norm_eq_abs, sq_abs]
  ring
```

If $e=d$ and $Sd=\mu d$, then $r=\mu d$ and $F(q)-F(q_0)=\tfrac12\mu\|d\|^2$, so $\mu$ times the energy error is $\tfrac12\|r\|^2$. A mode with $\mu=m$ attains the upper bound, and one with $\mu=M$ the lower.

```lean
/-- On a finite-dimensional space, let `S` be symmetric with spectrum in `[m, M]`, `m > 0`, let `v`
be nonzero and `q₀` of zero residual. Then `a = <q₀, S q₀>` is positive, and for the scaled charge
`(1 + t) q₀` the functional errs by `t² a/2` and the half-interaction estimate by `-t a/2`. -/
theorem scaled_charge_errors [FiniteDimensional ℝ E] {S : E →ₗ[ℝ] E} {m M : ℝ} (hm : 0 < m)
    (hS : S.IsSymmetric) (hspec : spectrum ℝ S ⊆ Set.Icc m M) {v q₀ : E} (hv : v ≠ 0)
    (h0 : residual S v q₀ = 0) (t : ℝ) :
    0 < inner ℝ q₀ (S q₀) ∧
    energy S v ((1 + t) • q₀) - energy S v q₀ = t ^ 2 * inner ℝ q₀ (S q₀) / 2 ∧
    halfInteraction v ((1 + t) • q₀) - energy S v q₀ = -t * inner ℝ q₀ (S q₀) / 2 := by
  have he : (1 + t) • q₀ - q₀ = t • q₀ := by module
  refine ⟨?_, ?_, ?_⟩
  · have hq : q₀ ≠ 0 := by
      intro hq
      apply hv
      simpa [residual, hq] using h0
    exact (mul_pos hm (pow_pos (norm_pos_iff.2 hq) 2)).trans_le (coercive hS hspec q₀)
  · rw [energy_error hS h0, he, map_smul, real_inner_smul_left, real_inner_smul_right]
    ring
  · rw [(energy_error_bounds hm hS hspec h0 _).2.2, residual_eq h0, he, map_smul,
      real_inner_smul_right]
    ring

end

end SurfaceChargeEnergyError
```

For $q=(1+t)q_0$ we have $e=tq_0$ and $r=tSq_0$. With $a=\langle q_0,Sq_0\rangle$, the errors are $t^2a/2$ for $F$ and $-ta/2$ for half the interaction. Since $v\ne0$ forces $q_0\ne0$, $a>0$ and the linear error is present.

```lean
#print axioms SurfaceChargeEnergyError.existsUnique_charge
-- 'SurfaceChargeEnergyError.existsUnique_charge' depends on axioms: [propext, Classical.choice, Quot.sound]
#print axioms SurfaceChargeEnergyError.energy_error_bounds
-- 'SurfaceChargeEnergyError.energy_error_bounds' depends on axioms: [propext, Classical.choice, Quot.sound]
#print axioms SurfaceChargeEnergyError.energy_error_eigenmode
-- 'SurfaceChargeEnergyError.energy_error_eigenmode' depends on axioms: [propext, Classical.choice, Quot.sound]
#print axioms SurfaceChargeEnergyError.scaled_charge_errors
-- 'SurfaceChargeEnergyError.scaled_charge_errors' depends on axioms: [propext, Classical.choice, Quot.sound]
```

## In a self-consistent field calculation

With the solute density held fixed, these results describe the electrostatic part of the solvation energy of the discretised surface, in the conductor limit, before any scaling for the finite permittivity of the solvent; the error made by replacing the continuous cavity with finitely many elements is separate. In each cycle the solver may start from the previous cycle's charges and stop at some $q$ with residual $r$. The program then has $\langle v,q\rangle/2$ from one dot product, and a second one gives the functional, because
$$F(q)=\tfrac12\langle v,q\rangle+\tfrac12\langle q,r\rangle .$$
